# Two matrices that commute with a Hamiltonian without degenerate levels commute with each other

The theorem `commute_of_distinctLevels` is about a finite complex matrix `H` with as many distinct real eigenvalues as its dimension, so that no energy level is degenerate. It says that if `A` and `B` each commute with `H`, then `A * B = B * A`. None of the three matrices has to be Hermitian, and the eigenvectors of `H` are only assumed to be nonzero. The proof makes these eigenvectors the columns of a matrix `V` with inverse `W`, and wants to show that `A` and `B` are both diagonal in this basis and therefore commute.

The first attempt, which Lean rejects:

```lean
import Mathlib

open Matrix

namespace CommuteOfDistinctLevels

variable {n : Type*} [Fintype n] [DecidableEq n]

/-- The matrix `H` has as many distinct real eigenvalues as its dimension: the energies `E k`
are all different and each has a nonzero eigenvector. -/
def HasDistinctLevels (H : Matrix n n ℂ) : Prop :=
  ∃ E : n → ℝ, Function.Injective E ∧ ∀ k, ∃ v : n → ℂ, v ≠ 0 ∧ H *ᵥ v = (E k : ℂ) • v

/-- A matrix that commutes with a diagonal matrix of distinct entries is itself diagonal. -/
theorem eq_diagonal_of_commute {E : n → ℂ} (hE : Function.Injective E) {M : Matrix n n ℂ}
    (h : diagonal E * M = M * diagonal E) : M = diagonal (fun i => M i i) := by
  ext i j
  by_cases hij : i = j
  · subst hij
    simp
  · have h1 := congrFun (congrFun h i) j
    rw [Matrix.diagonal_mul, Matrix.mul_diagonal] at h1
    have h2 : (E i - E j) * M i j = 0 := by linear_combination h1
    rw [Matrix.diagonal_apply_ne _ hij]
    exact (mul_eq_zero.mp h2).resolve_left (sub_ne_zero.mpr (fun h3 => hij (hE h3)))

/-- Two matrices that are diagonal in the same basis commute. -/
theorem commute_of_common_basis {A B V W : Matrix n n ℂ} {a b : n → ℂ} (hVW : V * W = 1)
    (ha : A * V = V * diagonal a) (hb : B * V = V * diagonal b) : A * B = B * A := by
  have h : A * B * V = B * A * V := by
    rw [Matrix.mul_assoc A B, hb, Matrix.mul_assoc B A, ha, ← Matrix.mul_assoc A V, ha,
      ← Matrix.mul_assoc B V, hb, Matrix.mul_assoc, Matrix.mul_assoc,
      Matrix.diagonal_mul_diagonal, Matrix.diagonal_mul_diagonal]
    simp only [mul_comm]
  calc A * B = A * B * V * W := by rw [Matrix.mul_assoc (A * B), hVW, Matrix.mul_one]
    _ = B * A := by rw [h, Matrix.mul_assoc (B * A), hVW, Matrix.mul_one]

/-- Any two matrices that commute with a matrix with distinct levels commute with each other. -/
theorem commute_of_distinctLevels {H A B : Matrix n n ℂ} (hH : HasDistinctLevels H)
    (hA : H * A = A * H) (hB : H * B = B * H) : A * B = B * A := by
  obtain ⟨E, hE, hv⟩ := hH
  choose v hv0 hv using hv
  have hEc : Function.Injective (fun k => (E k : ℂ)) := fun i j h => hE (Complex.ofReal_injective h)
  -- the eigenvectors are the columns of an invertible matrix
  let V : Matrix n n ℂ := Matrix.of fun i k => v k i
  have hHV : H * V = V * diagonal (fun k => (E k : ℂ)) := by
    ext i k
    rw [Matrix.mul_diagonal, mul_comm (V i k)]
    exact congrFun (hv k) i
  have hli : LinearIndependent ℂ v :=
    Module.End.eigenvectors_linearIndependent' H.mulVecLin (fun k => (E k : ℂ)) hEc v
      (fun k => ⟨Module.End.mem_eigenspace_iff.mpr (hv k), hv0 k⟩)
  have hVu : IsUnit V := Matrix.linearIndependent_cols_iff_isUnit.mp hli
  obtain ⟨W, hWV⟩ := hVu.exists_left_inv
  have hVW : V * W = 1 := mul_eq_one_comm.mp hWV
  have hWH : W * H = diagonal (fun k => (E k : ℂ)) * W := by
    calc W * H = W * (H * V) * W := by
          rw [Matrix.mul_assoc, Matrix.mul_assoc, hVW, Matrix.mul_one]
      _ = (W * V) * diagonal (fun k => (E k : ℂ)) * W := by
          rw [hHV]
          simp only [Matrix.mul_assoc]
      _ = _ := by rw [hWV, Matrix.one_mul]
  -- every symmetry is diagonal in this basis
  have key : ∀ C : Matrix n n ℂ, H * C = C * H → ∃ c, C = V * diagonal c * W := by
    intro C hC
    have h1 : diagonal (fun k => (E k : ℂ)) * (W * C * V)
        = W * C * V * diagonal (fun k => (E k : ℂ)) := by
      calc diagonal (fun k => (E k : ℂ)) * (W * C * V)
          = (diagonal (fun k => (E k : ℂ)) * W) * C * V := by simp only [Matrix.mul_assoc]
        _ = W * (H * C) * V := by
            rw [← hWH]
            simp only [Matrix.mul_assoc]
        _ = W * C * (H * V) := by
            rw [hC]
            simp only [Matrix.mul_assoc]
        _ = _ := by
            rw [hHV]
            simp only [Matrix.mul_assoc]
    refine ⟨_, ?_⟩
    rotate_left
    · rw [← eq_diagonal_of_commute hEc h1]
      calc C = (V * W) * C * (V * W) := by rw [hVW, Matrix.one_mul, Matrix.mul_one]
        _ = _ := by simp only [Matrix.mul_assoc]
  obtain ⟨a, ha⟩ := key A hA
  obtain ⟨b, hb⟩ := key B hB
  rw [ha, hb]
  exact commute_of_common_basis hWV a b

end CommuteOfDistinctLevels
```

Messages:

```
Main.lean:79:12: error: don't know how to synthesize placeholder for argument `w`
context:
n : Type u_1
inst✝¹ : Fintype n
inst✝ : DecidableEq n
H A B : Matrix n n ℂ
hA : H * A = A * H
hB : H * B = B * H
E : n → ℝ
hE : Function.Injective E
v : n → n → ℂ
hv0 : ∀ (k : n), v k ≠ 0
hv : ∀ (k : n), H *ᵥ v k = ↑(E k) • v k
hEc : Function.Injective fun k => ↑(E k)
V : Matrix n n ℂ := ⋯
hHV : H * V = V * diagonal fun k => ↑(E k)
hli : LinearIndependent ℂ v
hVu : IsUnit V
W : Matrix n n ℂ
hWV : W * V = 1
hVW : V * W = 1
hWH : W * H = (diagonal fun k => ↑(E k)) * W
C : Matrix n n ℂ
hC : H * C = C * H
h1 : (diagonal fun k => ↑(E k)) * (W * C * V) = W * C * V * diagonal fun k => ↑(E k)
⊢ n → ℂ
Main.lean:87:36: error: Application type mismatch: The argument
  a
has type
  n → ℂ
of sort `Type u_1` but is expected to have type
  V * diagonal a * W * W = W * diagonal ?m.506
of sort `Prop` in the application
  commute_of_common_basis hWV a
Main.lean:40:65: error: unsolved goals
n : Type u_1
inst✝¹ : Fintype n
inst✝ : DecidableEq n
H A B : Matrix n n ℂ
hA : H * A = A * H
hB : H * B = B * H
E : n → ℝ
hE : Function.Injective E
v : n → n → ℂ
hv0 : ∀ (k : n), v k ≠ 0
hv : ∀ (k : n), H *ᵥ v k = ↑(E k) • v k
hEc : Function.Injective fun k => ↑(E k)
V : Matrix n n ℂ := of fun i k => v k i
hHV : H * V = V * diagonal fun k => ↑(E k)
hli : LinearIndependent ℂ v
hVu : IsUnit V
W : Matrix n n ℂ
hWV : W * V = 1
hVW : V * W = 1
hWH : W * H = (diagonal fun k => ↑(E k)) * W
key : ∀ (C : Matrix n n ℂ), H * C = C * H → ∃ c, C = V * diagonal c * W
a : n → ℂ
ha : A = V * diagonal a * W
b : n → ℂ
hb : B = V * diagonal b * W
⊢ V * diagonal a * W * (V * diagonal b * W) = V * diagonal b * W * (V * diagonal a * W)
Main.lean:39:0: warning: automatically included section variable(s) unused in theorem `CommuteOfDistinctLevels.commute_of_distinctLevels`:
  [DecidableEq n]
consider restructuring your `variable` declarations so that the variables are not in scope or explicitly omit them:
  omit [DecidableEq n] in theorem ...

Note: This linter can be disabled with `set_option linter.unusedSectionVars false`
```

Cause. The first error comes from `refine ⟨_, ?_⟩` in `key`. The `_` stands for the diagonal entries `c`, which Lean has to find while `refine` runs, and nothing determines them at that point. The repair writes them into the statement of `key`, as the diagonal of `W * C * V`, so there is no placeholder left to fill.

The second error is in the last line, where `commute_of_common_basis` expects a proof and gets `a`, the function of diagonal entries. The equation `ha` would not fit either, since it says `A = V * diagonal a * W` and the lemma wants the form `A * V = V * diagonal a`. Also, `hWV : W * V = 1` makes Lean take `W` as the basis matrix. The new `key` has the lemma's form, and `hVW` makes `V` the basis matrix.

The third error is just the goal that this line left open. The warning goes too, because the finished proof uses `diagonal`, which needs `DecidableEq n`. The name `e` and the shorter proofs of `hWH` and `h1` are tidying.

The change, after which it compiles:

```diff
@@ -41,49 +41,33 @@
   obtain ⟨E, hE, hv⟩ := hH
   choose v hv0 hv using hv
-  have hEc : Function.Injective (fun k => (E k : ℂ)) := fun i j h => hE (Complex.ofReal_injective h)
+  let e : n → ℂ := fun k => (E k : ℂ)
+  have he : Function.Injective e := fun i j h => hE (Complex.ofReal_injective h)
   -- the eigenvectors are the columns of an invertible matrix
   let V : Matrix n n ℂ := Matrix.of fun i k => v k i
-  have hHV : H * V = V * diagonal (fun k => (E k : ℂ)) := by
+  have hHV : H * V = V * diagonal e := by
     ext i k
     rw [Matrix.mul_diagonal, mul_comm (V i k)]
     exact congrFun (hv k) i
   have hli : LinearIndependent ℂ v :=
-    Module.End.eigenvectors_linearIndependent' H.mulVecLin (fun k => (E k : ℂ)) hEc v
+    Module.End.eigenvectors_linearIndependent' H.mulVecLin e he v
       (fun k => ⟨Module.End.mem_eigenspace_iff.mpr (hv k), hv0 k⟩)
   have hVu : IsUnit V := Matrix.linearIndependent_cols_iff_isUnit.mp hli
   obtain ⟨W, hWV⟩ := hVu.exists_left_inv
   have hVW : V * W = 1 := mul_eq_one_comm.mp hWV
-  have hWH : W * H = diagonal (fun k => (E k : ℂ)) * W := by
+  have hWH : W * H = diagonal e * W := by
     calc W * H = W * (H * V) * W := by
           rw [Matrix.mul_assoc, Matrix.mul_assoc, hVW, Matrix.mul_one]
-      _ = (W * V) * diagonal (fun k => (E k : ℂ)) * W := by
-          rw [hHV]
-          simp only [Matrix.mul_assoc]
-      _ = _ := by rw [hWV, Matrix.one_mul]
+      _ = _ := by rw [hHV, ← Matrix.mul_assoc, hWV, Matrix.one_mul]
   -- every symmetry is diagonal in this basis
-  have key : ∀ C : Matrix n n ℂ, H * C = C * H → ∃ c, C = V * diagonal c * W := by
+  have key : ∀ C : Matrix n n ℂ, H * C = C * H →
+      C * V = V * diagonal (fun i => (W * C * V) i i) := by
     intro C hC
-    have h1 : diagonal (fun k => (E k : ℂ)) * (W * C * V)
-        = W * C * V * diagonal (fun k => (E k : ℂ)) := by
-      calc diagonal (fun k => (E k : ℂ)) * (W * C * V)
-          = (diagonal (fun k => (E k : ℂ)) * W) * C * V := by simp only [Matrix.mul_assoc]
-        _ = W * (H * C) * V := by
-            rw [← hWH]
-            simp only [Matrix.mul_assoc]
-        _ = W * C * (H * V) := by
-            rw [hC]
-            simp only [Matrix.mul_assoc]
-        _ = _ := by
-            rw [hHV]
-            simp only [Matrix.mul_assoc]
-    refine ⟨_, ?_⟩
-    rotate_left
-    · rw [← eq_diagonal_of_commute hEc h1]
-      calc C = (V * W) * C * (V * W) := by rw [hVW, Matrix.one_mul, Matrix.mul_one]
-        _ = _ := by simp only [Matrix.mul_assoc]
-  obtain ⟨a, ha⟩ := key A hA
-  obtain ⟨b, hb⟩ := key B hB
-  rw [ha, hb]
-  exact commute_of_common_basis hWV a b
+    have h1 : diagonal e * (W * C * V) = W * C * V * diagonal e := by
+      rw [← Matrix.mul_assoc, ← Matrix.mul_assoc, ← hWH, Matrix.mul_assoc W H C, hC,
+        Matrix.mul_assoc (W * C) V, ← hHV]
+      simp only [Matrix.mul_assoc]
+    rw [← eq_diagonal_of_commute he h1, ← Matrix.mul_assoc, ← Matrix.mul_assoc, hVW,
+      Matrix.one_mul]
+  exact commute_of_common_basis hVW (key A hA) (key B hB)
 
 end CommuteOfDistinctLevels
```
